# The two bands of a gapped two-level Hamiltonian have equal orbital moments

## The moment as the solution of an equation

In a two-band model the orbital moment of a band is usually written as a quotient, with a product of interband matrix elements over the energy difference. Here it is defined by the equation obtained when that difference is multiplied across. Label the bands by $s=\pm1$, with energies $E_s$ and projectors $P_s$, and let $V_x$ and $V_y$ be the velocity operators. A real number $M$ is an orbital moment of band $s$ if

$$(E_{-s}-E_s)\,M=\operatorname{Im}\operatorname{tr}(P_sV_xP_{-s}V_y).$$

When the gap is open, this fixes $M$. When the gap closes in the model below, the Hamiltonian is zero and both band operators of the Lean definition reduce to $\tfrac12$. The trace is then real, the equation reads $0\cdot M=0$, and every $M$ satisfies it. The condition of an open gap therefore has to appear in the theorem.

In units with $\hbar=1$ and the velocities taken as momentum derivatives of the Hamiltonian, $eM$ is the $z$ component of the magnetic moment of a wave packet of charge $-e$ turning about its own centre. In semiclassical dynamics this moment shifts the band energy in a magnetic field. The result gives it in closed form for a non-interacting model with two bands.

## Two levels in the Pauli basis

Let $\sigma$ be the vector of Pauli matrices and $d$ a nonzero real 3-vector. The Hamiltonian and velocities are

$$H=d\cdot\sigma,\qquad V_x=a_0+a\cdot\sigma,\qquad V_y=b_0+b\cdot\sigma,$$

with real numbers $a_0,b_0$ and real 3-vectors $a,b$. A multiple of the identity in $H$ is left out: it would shift both energies equally and change neither the projectors nor the energy difference. Its momentum derivatives are the scalar parts $a_0,b_0$ of the velocities. Since $(d\cdot\sigma)^2=|d|^2$, the energies are $E_s=s|d|$. The projectors are

$$P_s=\tfrac12\left(1+s\,\frac{H}{|d|}\right).$$

Using $s^2=1$, one checks both properties directly:

$$P_s^2=\tfrac14\left(1+\frac{2sH}{|d|}+\frac{H^2}{|d|^2}\right)=P_s,\qquad HP_s=\tfrac12\left(H+s|d|\right)=s|d|\,P_s.$$

## The interband trace

The scalar parts of the velocities drop out, because $P_sP_{-s}=0$ and the trace is cyclic. Write $n=d/|d|$. What remains is

$$\begin{aligned}\operatorname{tr}(P_s\,a\cdot\sigma\,P_{-s}\,b\cdot\sigma)=\tfrac14\big[&\operatorname{tr}(a\cdot\sigma\;b\cdot\sigma)+s\operatorname{tr}(n\cdot\sigma\;a\cdot\sigma\;b\cdot\sigma)\\&-s\operatorname{tr}(a\cdot\sigma\;n\cdot\sigma\;b\cdot\sigma)-\operatorname{tr}(n\cdot\sigma\;a\cdot\sigma\;n\cdot\sigma\;b\cdot\sigma)\big].\end{aligned}$$

The first trace is $2a\cdot b$, which is real. The last is real too, because $n\cdot\sigma\;a\cdot\sigma\;n\cdot\sigma=2(n\cdot a)\,n\cdot\sigma-a\cdot\sigma$. The traces of three factors are $2i\,n\cdot(a\times b)$ and $2i\,a\cdot(n\times b)=-2i\,n\cdot(a\times b)$. Hence

$$\operatorname{Im}\operatorname{tr}(P_sV_xP_{-s}V_y)=s\,\frac{d\cdot(a\times b)}{|d|}.$$

The energy difference is $E_{-s}-E_s=-2s|d|$. The sign $s$ appears on both sides of the defining equation and cancels, so in both bands

$$M=-\frac{d\cdot(a\times b)}{2|d|^2}.$$

## The massive Dirac valley

For valley $\tau=\pm1$ take $d(k)=(v\tau k_x,\,vk_y,\,\Delta)$ with $\Delta>0$, so that the full gap is $2\Delta$. The momentum derivatives of $d$ are $a=(v\tau,0,0)$ and $b=(0,v,0)$, with $a\times b=(0,0,\tau v^2)$. At $k=0$ this gives

$$M=-\frac{\Delta\tau v^2}{2\Delta^2}=-\frac{\tau v^2}{2\Delta}=-\frac{\tau}{2m},\qquad mv^2=\Delta.$$

The number $m$ is the effective mass at the edge of the upper band. Along $k_x$ that band is $E(k)=\sqrt{v^2k^2+\Delta^2}$, with slope $E'(k)=v^2k/E(k)$. By the quotient rule,

$$E''(0)=\frac{v^2E(0)-0\cdot E'(0)}{E(0)^2}=\frac{v^2}{\Delta}=\frac1m.$$

With $\hbar$ restored, the magnetic moment is $-\tau e\hbar/(2m)$: a Bohr magneton with the effective mass in place of the electron mass, and opposite signs in the two valleys.

## The moment in a band-structure code

A tight-binding program with an orthonormal basis can diagonalise $H(k)$ and evaluate, for a nondegenerate band $\ell$ and with normalised eigenvectors $|u_j\rangle$,

$$M_\ell=\sum_{j\neq \ell}\frac{\operatorname{Im}\,\langle u_\ell|V_x|u_j\rangle\langle u_j|V_y|u_\ell\rangle}{E_j-E_\ell}.$$

For two bands the sum has one term, and its numerator is the imaginary part of the trace above. The arbitrary phases returned by the eigensolver cancel in the product. The Dirac value at $k=0$ makes a convenient check of the routine's sign convention. Repeating the calculation with $\Delta$ doubled and $v$ fixed checks the power of the denominator: the moment halves, while the Berry curvature, which up to a constant factor has the same numerators over squared energy differences, falls to a quarter.

## The statement in Lean

Real 3-vectors are functions on `Fin 3`, with components 0, 1, 2 for $x,y,z$. The expression `pauli c a` is the explicit complex $2\times2$ matrix of $c+a\cdot\sigma$, so `pauli 0 d` is the Hamiltonian. The scalars $a_0,b_0$ are `a₀` and `b₀`, distinct from the components `a 0` and `b 0`. The length $|d|$ is `len d`, while `bandEnergy` and `bandProjector` are $E_s$ and $P_s$. The defining equation for $M$ is `IsOrbitalMoment`.

The general theorem is `orbitalMoment_iff`. For $d\neq0$ it says that $M$ is an orbital moment of the lower band (`-1`) exactly when $M=-d\cdot(a\times b)/(2|d|^2)$, and likewise for the upper band (`1`). The velocities are arbitrary real Pauli combinations and need not be derivatives of $d$.

For the Dirac valley that link is supplied by `dirac_velocities`, which proves that the vectors used are the momentum derivatives of `diracVector`. The theorem `dirac_effective_mass` identifies $1/m$ as the curvature of the upper band along $k_x$, and `dirac_orbitalMoment` gives the moment at $k=0$. The last of these accepts any real $\tau$; the restriction to $\pm1$ enters only through the mass.

The moment is treated at a single momentum and for two bands. The identification of $M$ with the moment of a wave packet is physical input contained in the definition, not something derived from wave-packet dynamics.

```lean
import Mathlib

open Matrix

namespace TwoBandOrbitalMoment

noncomputable section

/-- The two-level operator `c + a·σ` with real coefficients, written out in the Pauli basis. -/
def pauli (c : ℝ) (a : Fin 3 → ℝ) : Matrix (Fin 2) (Fin 2) ℂ :=
  !![(c : ℂ) + (a 2 : ℂ), (a 0 : ℂ) - (a 1 : ℂ) * Complex.I;
     (a 0 : ℂ) + (a 1 : ℂ) * Complex.I, (c : ℂ) - (a 2 : ℂ)]

/-- The Euclidean length of the vector `d`. -/
def len (d : Fin 3 → ℝ) : ℝ := √(d 0 ^ 2 + d 1 ^ 2 + d 2 ^ 2)

/-- The energy `s |d|` of band `s = ±1` of the Hamiltonian `d·σ`. -/
def bandEnergy (s : ℝ) (d : Fin 3 → ℝ) : ℝ := s * len d

/-- The operator `(1 + s H / |d|) / 2` for band `s = ±1` of `H = d·σ`. -/
def bandProjector (s : ℝ) (d : Fin 3 → ℝ) : Matrix (Fin 2) (Fin 2) ℂ :=
  (1 / 2 : ℂ) • (1 + ((s / len d : ℝ) : ℂ) • pauli 0 d)

/-- `M` is an orbital moment of band `s`, for velocities `a₀ + a·σ` and `b₀ + b·σ`:
the energy difference to the other band times `M` is the imaginary part of the interband trace. -/
def IsOrbitalMoment (s : ℝ) (d : Fin 3 → ℝ) (a₀ b₀ : ℝ) (a b : Fin 3 → ℝ) (M : ℝ) : Prop :=
  (bandEnergy (-s) d - bandEnergy s d) * M =
    (trace (bandProjector s d * pauli a₀ a * bandProjector (-s) d * pauli b₀ b)).im

/-- The squared length is the sum of the squared components. -/
lemma len_sq (d : Fin 3 → ℝ) : len d ^ 2 = d 0 ^ 2 + d 1 ^ 2 + d 2 ^ 2 :=
  Real.sq_sqrt (by positivity)

/-- A nonzero vector has positive length. -/
lemma len_pos {d : Fin 3 → ℝ} (hd : d ≠ 0) : 0 < len d := by
  obtain ⟨i, hi⟩ := Function.ne_iff.1 hd
  have h : 0 < d i ^ 2 := pow_pos_of_ne i hi
  apply Real.sqrt_pos.2
  fin_cases i
  · change 0 < d 0 ^ 2 at h
    nlinarith [sq_nonneg (d 1), sq_nonneg (d 2)]
  · change 0 < d 1 ^ 2 at h
    nlinarith [sq_nonneg (d 0), sq_nonneg (d 2)]
  · change 0 < d 2 ^ 2 at h
    nlinarith [sq_nonneg (d 0), sq_nonneg (d 1)]
where
  pow_pos_of_ne (i : Fin 3) (hi : d i ≠ 0) : 0 < d i ^ 2 := by positivity

/-- The triple product in components. -/
lemma triple_eq (d a b : Fin 3 → ℝ) : d ⬝ᵥ (a ⨯₃ b) =
    d 0 * (a 1 * b 2 - a 2 * b 1) + d 1 * (a 2 * b 0 - a 0 * b 2)
      + d 2 * (a 0 * b 1 - a 1 * b 0) := by
  rw [cross_apply]
  simp [dotProduct, Fin.sum_univ_three]

/-- The Hamiltonian `d·σ` squares to `|d|²`. -/
theorem hamiltonian_sq (d : Fin 3 → ℝ) :
    pauli 0 d * pauli 0 d = ((len d : ℂ) ^ 2) • (1 : Matrix (Fin 2) (Fin 2) ℂ) := by
  have h : (len d : ℂ) ^ 2 = (d 0 : ℂ) ^ 2 + (d 1 : ℂ) ^ 2 + (d 2 : ℂ) ^ 2 := by
    exact_mod_cast len_sq d
  rw [h, pauli, Matrix.mul_fin_two, Matrix.one_fin_two]
  ext i j
  fin_cases i <;> fin_cases j <;> simp <;> ring_nf <;> simp [Complex.I_sq]

/-- For `d ≠ 0` the band operators are idempotent, and `d·σ` acts on their range as the
band energy. -/
theorem bandProjector_spectral {d : Fin 3 → ℝ} (hd : d ≠ 0) {s : ℝ} (hs : s = 1 ∨ s = -1) :
    bandProjector s d * bandProjector s d = bandProjector s d ∧
    pauli 0 d * bandProjector s d = (bandEnergy s d : ℂ) • bandProjector s d := by
  have hL : (len d : ℂ) ≠ 0 := by exact_mod_cast (len_pos hd).ne'
  have hss : (s : ℂ) ^ 2 = 1 := by rcases hs with rfl | rfl <;> norm_num
  have hc : ((s / len d : ℝ) : ℂ) * len d = s := by
    push_cast
    exact div_mul_cancel₀ _ hL
  have hH := hamiltonian_sq d
  unfold bandProjector bandEnergy
  generalize ((s / len d : ℝ) : ℂ) = c at hc ⊢
  push_cast
  generalize pauli 0 d = H at hH ⊢
  -- the scalar relations that turn `H² = |d|²` into the projector identities
  have e1 : (c ^ 2 * (len d : ℂ) ^ 2) • (1 : Matrix (Fin 2) (Fin 2) ℂ) = (1 : ℂ) • 1 := by
    rw [← mul_pow, hc, hss]
  have e2 : (c * (len d : ℂ) ^ 2) • (1 : Matrix (Fin 2) (Fin 2) ℂ)
      = ((s : ℂ) * len d) • 1 := by
    rw [pow_two, ← mul_assoc, hc]
  have e3 : ((s : ℂ) * len d * c) • H = (1 : ℂ) • H := by
    rw [mul_assoc, mul_comm (len d : ℂ) c, hc, ← pow_two, hss]
  constructor
  · simp only [smul_mul_assoc, mul_smul_comm, add_mul, mul_add, one_mul, mul_one, hH]
    linear_combination (norm := module) (1 / 4 : ℂ) • e1
  · simp only [mul_smul_comm, mul_add, mul_one, hH]
    linear_combination (norm := module) (1 / 2 : ℂ) • e2 - (1 / 2 : ℂ) • e3

/-- The band operator as a Pauli combination. -/
lemma bandProjector_eq (s : ℝ) (d : Fin 3 → ℝ) :
    bandProjector s d = pauli (1 / 2) ((s / (2 * len d)) • d) := by
  ext i j
  fin_cases i <;> fin_cases j <;> simp [bandProjector, pauli] <;> ring

/-- The imaginary part of the interband velocity trace is `s d·(a × b) / |d|`. -/
theorem interband_trace (s : ℝ) (d : Fin 3 → ℝ) (a₀ b₀ : ℝ) (a b : Fin 3 → ℝ) :
    (trace (bandProjector s d * pauli a₀ a * bandProjector (-s) d * pauli b₀ b)).im
      = s / len d * (d ⬝ᵥ (a ⨯₃ b)) := by
  rw [bandProjector_eq, bandProjector_eq, neg_div, triple_eq,
    show s / len d = 2 * (s / (2 * len d)) by ring]
  generalize s / (2 * len d) = t
  simp only [pauli, Matrix.mul_fin_two, Matrix.trace_fin_two_of, Pi.smul_apply, smul_eq_mul,
    Complex.add_im, Complex.add_re, Complex.sub_im, Complex.sub_re, Complex.mul_im,
    Complex.mul_re, Complex.ofReal_re, Complex.ofReal_im, Complex.I_re, Complex.I_im]
  ring

/-- For `d ≠ 0` the lower and the upper band of `d·σ` both have the orbital moment
`-d·(a × b) / (2 |d|²)`, and no other value. -/
theorem orbitalMoment_iff {d : Fin 3 → ℝ} (hd : d ≠ 0) (a₀ b₀ : ℝ) (a b : Fin 3 → ℝ) (M : ℝ) :
    (IsOrbitalMoment (-1) d a₀ b₀ a b M ↔ M = -(d ⬝ᵥ (a ⨯₃ b)) / (2 * len d ^ 2)) ∧
    (IsOrbitalMoment 1 d a₀ b₀ a b M ↔ M = -(d ⬝ᵥ (a ⨯₃ b)) / (2 * len d ^ 2)) := by
  have hL := len_pos hd
  have h2 : 2 * len d ^ 2 ≠ 0 := by positivity
  unfold IsOrbitalMoment bandEnergy
  rw [interband_trace, interband_trace, div_mul_eq_mul_div, div_mul_eq_mul_div,
    eq_div_iff h2, eq_div_iff hL.ne', eq_div_iff hL.ne']
  -- numerator and energy difference change sign together between the bands
  refine ⟨⟨fun h => ?_, fun h => ?_⟩, ⟨fun h => ?_, fun h => ?_⟩⟩
  · linear_combination h
  · linear_combination h
  · linear_combination -h
  · linear_combination -h

/-- The vector `d(k) = (v τ kx, v ky, Δ)` of the massive Dirac valley `τ`. -/
def diracVector (τ v Δ kx ky : ℝ) : Fin 3 → ℝ := ![v * τ * kx, v * ky, Δ]

/-- The momentum derivatives of the Dirac vector are `(v τ, 0, 0)` and `(0, v, 0)`. -/
theorem dirac_velocities (τ v Δ kx ky : ℝ) :
    HasDerivAt (fun k => diracVector τ v Δ k ky) ![v * τ, 0, 0] kx ∧
    HasDerivAt (fun k => diracVector τ v Δ kx k) ![0, v, 0] ky := by
  have h1 := (hasDerivAt_id' kx).const_mul (v * τ)
  have h2 := (hasDerivAt_id' ky).const_mul v
  rw [mul_one] at h1 h2
  constructor <;> rw [hasDerivAt_pi] <;> intro i <;> fin_cases i
  · exact h1
  · exact hasDerivAt_const kx (v * ky)
  · exact hasDerivAt_const kx Δ
  · exact hasDerivAt_const ky (v * τ * kx)
  · exact h2
  · exact hasDerivAt_const ky Δ

/-- Along `kx` the upper Dirac band has slope `v² k / E(k)`, and the derivative of this slope
at `k = 0` is `1/m`, where `m v² = Δ`. -/
theorem dirac_effective_mass {τ v Δ m : ℝ} (hτ : τ = 1 ∨ τ = -1) (hΔ : 0 < Δ)
    (hm : m * v ^ 2 = Δ) :
    (∀ k, HasDerivAt (fun k => bandEnergy 1 (diracVector τ v Δ k 0))
      (v ^ 2 * k / bandEnergy 1 (diracVector τ v Δ k 0)) k) ∧
    HasDerivAt (fun k => v ^ 2 * k / bandEnergy 1 (diracVector τ v Δ k 0)) (1 / m) 0 := by
  have hE : ∀ k, bandEnergy 1 (diracVector τ v Δ k 0) = √(v ^ 2 * k ^ 2 + Δ ^ 2) := by
    intro k
    change 1 * √((v * τ * k) ^ 2 + (v * 0) ^ 2 + Δ ^ 2) = _
    rw [one_mul]
    congr 1
    rcases hτ with rfl | rfl <;> ring
  have hm0 : m ≠ 0 := by
    intro h
    rw [h, zero_mul] at hm
    exact hΔ.ne hm
  simp only [hE]
  have hd : ∀ k, HasDerivAt (fun k => √(v ^ 2 * k ^ 2 + Δ ^ 2))
      (v ^ 2 * k / √(v ^ 2 * k ^ 2 + Δ ^ 2)) k := by
    intro k
    have hf : HasDerivAt (fun k : ℝ => v ^ 2 * k ^ 2 + Δ ^ 2) (v ^ 2 * (2 * k)) k :=
      (((hasDerivAt_pow 2 k).const_mul (v ^ 2)).add_const (Δ ^ 2)).congr_deriv (by norm_num)
    have hp : v ^ 2 * k ^ 2 + Δ ^ 2 ≠ 0 := by positivity
    exact (hf.sqrt hp).congr_deriv (by ring)
  refine ⟨hd, ?_⟩
  have h0 : √(v ^ 2 * 0 ^ 2 + Δ ^ 2) = Δ := by
    rw [show v ^ 2 * 0 ^ 2 + Δ ^ 2 = Δ ^ 2 by ring, Real.sqrt_sq hΔ.le]
  refine (((hasDerivAt_id' (0 : ℝ)).const_mul (v ^ 2)).fun_div (hd 0)
    (by rw [h0]; exact hΔ.ne')).congr_deriv ?_
  rw [h0, div_eq_div_iff (pow_ne_zero 2 hΔ.ne') hm0]
  linear_combination Δ * hm

/-- At `k = 0` both bands of the massive Dirac valley `τ` have the orbital moment `-τ/(2m)`,
where `m v² = Δ`. -/
theorem dirac_orbitalMoment {τ v Δ m : ℝ} (hΔ : 0 < Δ) (hm : m * v ^ 2 = Δ) (M : ℝ) :
    (IsOrbitalMoment (-1) (diracVector τ v Δ 0 0) 0 0 ![v * τ, 0, 0] ![0, v, 0] M
      ↔ M = -τ / (2 * m)) ∧
    (IsOrbitalMoment 1 (diracVector τ v Δ 0 0) 0 0 ![v * τ, 0, 0] ![0, v, 0] M
      ↔ M = -τ / (2 * m)) := by
  have hd : diracVector τ v Δ 0 0 ≠ 0 := fun h => hΔ.ne' (congrFun h 2)
  have hm0 : m ≠ 0 := by
    intro h
    rw [h, zero_mul] at hm
    exact hΔ.ne hm
  have ht : diracVector τ v Δ 0 0 ⬝ᵥ (![v * τ, 0, 0] ⨯₃ ![0, v, 0]) = Δ * τ * v ^ 2 := by
    rw [triple_eq]
    change v * τ * 0 * (0 * 0 - 0 * v) + v * 0 * (0 * 0 - v * τ * 0)
      + Δ * (v * τ * v - 0 * 0) = _
    ring
  have hl : len (diracVector τ v Δ 0 0) ^ 2 = Δ ^ 2 := by
    rw [len_sq]
    change (v * τ * 0) ^ 2 + (v * 0) ^ 2 + Δ ^ 2 = _
    ring
  have hX : -(Δ * τ * v ^ 2) / (2 * Δ ^ 2) = -τ / (2 * m) := by
    rw [div_eq_div_iff (by positivity) (by positivity)]
    linear_combination (-2 * Δ * τ) * hm
  have h := orbitalMoment_iff hd 0 0 ![v * τ, 0, 0] ![0, v, 0] M
  rw [ht, hl, hX] at h
  exact h

end

end TwoBandOrbitalMoment
```

```lean
#print axioms TwoBandOrbitalMoment.bandProjector_spectral
#print axioms TwoBandOrbitalMoment.dirac_velocities
#print axioms TwoBandOrbitalMoment.dirac_effective_mass
#print axioms TwoBandOrbitalMoment.dirac_orbitalMoment
```

```
'TwoBandOrbitalMoment.bandProjector_spectral' depends on axioms: [propext, Classical.choice, Quot.sound]
'TwoBandOrbitalMoment.dirac_velocities' depends on axioms: [propext, Classical.choice, Quot.sound]
'TwoBandOrbitalMoment.dirac_effective_mass' depends on axioms: [propext, Classical.choice, Quot.sound]
'TwoBandOrbitalMoment.dirac_orbitalMoment' depends on axioms: [propext, Classical.choice, Quot.sound]
```

## How the proof follows the algebra

**Energies and projectors.** `hamiltonian_sq` compares the four matrix entries of $H^2$ and $|d|^2$. `bandProjector_spectral` then treats $H$ as an abstract matrix with this known square. Its auxiliary equations `e1`, `e2` and `e3` are the scalar cancellations in $P_s^2=P_s$ and $HP_s=s|d|P_s$, and `linear_combination` assembles them. The moment formula does not call this theorem; its role is to check the operators used in the definition. Together with $P_s+P_{-s}=1$, which is evident from their formula, it makes them the spectral projectors of $H$.

**The trace.** `bandProjector_eq` rewrites $P_s$ as the Pauli combination with scalar part $1/2$ and vector part $s\,d/(2|d|)$. In `interband_trace` the coefficient $s/(2|d|)$ is replaced by a single letter `t`. The product of four matrices is expanded into real and imaginary parts, and `ring` compares the result with the triple product, written in components by `triple_eq`. This replaces the Pauli trace identities used by hand.

**The division.** `len_pos` turns $d\neq0$ into $|d|>0$, which allows `orbitalMoment_iff` to clear the denominators. Each direction of each equivalence is then a multiple of the other equation: the factor is $1$ in the lower band and $-1$ in the upper. This factor is $-s$, and its $s$ is the one that cancels in the derivation.

**The Dirac valley.** `dirac_velocities` differentiates component by component. In `dirac_effective_mass`, `hE` treats $\tau=1$ and $\tau=-1$ in turn to reduce the band to $\sqrt{v^2k^2+\Delta^2}$, `hd` differentiates the square root, and `fun_div` is the quotient rule at $k=0$. Finally, `dirac_orbitalMoment` computes the triple product $\Delta\tau v^2$ (`ht`) and the squared length $\Delta^2$ (`hl`), and converts the quotient to $-\tau/(2m)$ with $mv^2=\Delta$ (`hX`). Substituting these into the general theorem finishes the proof.
